# The swap matrix from any orthonormal basis of operators

The swap exchanges the states of two copies of a quantum system. Both copies are described in the same fixed orthonormal basis, so the swap is a matrix indexed by pairs of basis labels. The labels of one copy form a finite type `n` with $d$ elements. The operators $G_a$ are complex $d\times d$ matrices, not necessarily Hermitian or unitary. Their labels $a$ form a separate finite type `ι`, so the size of the family is a hypothesis wherever it is needed. Infinite-dimensional systems are not covered.

```lean
import Mathlib

open Matrix
open scoped Kronecker

namespace SwapFromOperatorBasis

noncomputable section

variable {ι n : Type*} [Fintype ι] [DecidableEq ι] [Fintype n] [DecidableEq n]
```

The swap matrix $S$ sends $e_k\otimes e_l$ to $e_l\otimes e_k$, so its entries are $S_{(i,j),(k,l)}=\delta_{il}\delta_{jk}$.

```lean
/-- The swap matrix on two copies of a system: the permutation matrix that exchanges
the two basis indices. -/
def swapMatrix (n : Type*) [DecidableEq n] : Matrix (n × n) (n × n) ℂ :=
  Matrix.of fun p q => if p = q.swap then 1 else 0
```

Orthonormality refers to the Hilbert-Schmidt inner product: $\mathrm{Tr}(G_a^\dagger G_b)=\delta_{ab}$. In the code, `ᴴ` is the dagger and `⊗ₖ` the Kronecker product.

```lean
/-- A family of operators is orthonormal for the Hilbert-Schmidt inner product
`Tr(Aᴴ B)`. -/
def IsOrthonormalFamily (G : ι → Matrix n n ℂ) : Prop :=
  ∀ a b, trace ((G a)ᴴ * G b) = if a = b then 1 else 0
```

Flattening each operator into a row gives the coefficient matrix $C_{a,(i,j)}=(G_a)_{ij}$.

```lean
/-- The coefficient matrix of a family of operators: row `a` lists the entries of `G a`. -/
def coeffMatrix (G : ι → Matrix n n ℂ) : Matrix ι (n × n) ℂ :=
  Matrix.of fun a p => G a p.1 p.2
```

### (a) Orthonormal rows

Show that the family is orthonormal if and only if
$$CC^\dagger=1.$$

**Solution.** The entries are
$$(CC^\dagger)_{ab}=\sum_{i,j}(G_a)_{ij}\overline{(G_b)_{ij}}=\mathrm{Tr}(G_b^\dagger G_a).$$
Both conditions say that these numbers equal $\delta_{ab}$. In the proof, `gram` is this computation, and each direction then compares entries for $a=b$ and $a\ne b$.

```lean
omit [Fintype ι] [DecidableEq n] in
/-- A family of operators is orthonormal exactly when the rows of its coefficient matrix
`C` are, that is, when `C Cᴴ = 1`. -/
theorem orthonormal_iff_coeff (G : ι → Matrix n n ℂ) :
    IsOrthonormalFamily G ↔ coeffMatrix G * (coeffMatrix G)ᴴ = 1 := by
  -- the entries of `C Cᴴ` are Hilbert-Schmidt inner products
  have gram : ∀ a b, (coeffMatrix G * (coeffMatrix G)ᴴ) a b = trace ((G b)ᴴ * G a) := by
    intro a b
    simp only [Matrix.mul_apply, Matrix.trace, Matrix.diag_apply,
      Matrix.conjTranspose_apply, coeffMatrix, Matrix.of_apply, Fintype.sum_prod_type]
    rw [Finset.sum_comm]
    exact Finset.sum_congr rfl fun j _ => Finset.sum_congr rfl fun i _ => mul_comm _ _
  constructor
  · intro h
    ext a b
    rw [gram, h b a]
    by_cases hab : a = b
    · subst hab
      simp
    · simp [hab, Ne.symm hab]
  · intro h a b
    rw [← gram, h]
    by_cases hab : a = b
    · subst hab
      simp
    · simp [hab, Ne.symm hab]
```

### (b) Orthonormal columns

Show that, for a family of any size,
$$\sum_a G_a\otimes G_a^\dagger=S\iff C^\dagger C=1.$$

**Solution.** The entry of the sum at $(i,j),(k,l)$ is
$$\sum_a (G_a)_{ik}\overline{(G_a)_{lj}}=(C^\dagger C)_{(l,j),(i,k)}.$$
The same rearrangement of indices turns the swap into the identity: $S_{(i,j),(k,l)}=\delta_{il}\delta_{jk}=1_{(l,j),(i,k)}$. It reaches every entry once, so the two matrix equations are equivalent. The steps `entry` and `swap_entry` are these two formulas.

```lean
omit [DecidableEq ι] [Fintype n] in
/-- The sum of `G a ⊗ (G a)ᴴ` is the swap matrix exactly when the columns of the
coefficient matrix `C` are orthonormal, that is, when `Cᴴ C = 1`. -/
theorem sum_eq_swap_iff_coeff (G : ι → Matrix n n ℂ) :
    ∑ a, G a ⊗ₖ (G a)ᴴ = swapMatrix n ↔ (coeffMatrix G)ᴴ * coeffMatrix G = 1 := by
  -- both sides hold the same numbers, with the four indices rearranged
  have entry : ∀ i j k l, (∑ a, G a ⊗ₖ (G a)ᴴ) (i, j) (k, l)
      = ((coeffMatrix G)ᴴ * coeffMatrix G) (l, j) (i, k) := by
    intro i j k l
    simp only [Matrix.sum_apply, Matrix.kroneckerMap_apply, Matrix.mul_apply,
      Matrix.conjTranspose_apply, coeffMatrix, Matrix.of_apply]
    exact Finset.sum_congr rfl fun a _ => mul_comm _ _
  have swap_entry : ∀ i j k l : n, swapMatrix n (i, j) (k, l)
      = (1 : Matrix (n × n) (n × n) ℂ) (l, j) (i, k) := by
    intro i j k l
    by_cases h : i = l
    · subst h
      simp [swapMatrix, Matrix.one_apply]
    · simp [swapMatrix, h, Ne.symm h]
  constructor
  · intro h
    ext ⟨l, j⟩ ⟨i, k⟩
    rw [← entry, h, swap_entry]
  · intro h
    ext ⟨i, j⟩ ⟨k, l⟩
    rw [entry, h, swap_entry]
```

### (c) Families of $d^2$ operators

Let the family have $d^2$ members. Show that
$$\mathrm{Tr}(G_a^\dagger G_b)=\delta_{ab}\ \text{for all } a,b\iff\sum_a G_a\otimes G_a^\dagger=S.$$

**Solution.** Now $C$ is square, after matching the labels $a$ with the pairs $(i,j)$. If $CC^\dagger=1$, then $\det C\,\det C^\dagger=1$, so $C$ is invertible. Multiplying by $C^{-1}$ from the left gives $C^\dagger=C^{-1}$, hence $C^\dagger C=1$. The converse is the same with the factors exchanged. Parts (a) and (b) translate both conditions. In Lean, `e` is the matching of labels, and a Mathlib lemma supplies the two-sided inverse.

```lean
/-- For `d²` operators on a `d`-dimensional space, orthonormality is equivalent to the
sum of `G a ⊗ (G a)ᴴ` being the swap matrix. -/
theorem orthonormal_iff_sum_eq_swap (G : ι → Matrix n n ℂ)
    (hcard : Fintype.card ι = Fintype.card n ^ 2) :
    IsOrthonormalFamily G ↔ ∑ a, G a ⊗ₖ (G a)ᴴ = swapMatrix n := by
  -- the coefficient matrix is square, so a one-sided inverse is two-sided
  have e : ι ≃ n × n := Fintype.equivOfCardEq (by rw [hcard, Fintype.card_prod, sq])
  rw [orthonormal_iff_coeff, sum_eq_swap_iff_coeff]
  exact Matrix.mul_eq_one_comm_of_equiv e
```

### (d) Independence of the basis

Deduce that every orthonormal family of $d^2$ operators satisfies
$$\sum_a G_a\otimes G_a^\dagger=S.$$

**Solution.** This is the forward direction of (c). The right-hand side does not contain the $G_a$, so all such families give the same sum.

```lean
/-- For every orthonormal family of `d²` operators on a `d`-dimensional space, the sum of
`G a ⊗ (G a)ᴴ` is the swap matrix. -/
theorem sum_kronecker_eq_swap (G : ι → Matrix n n ℂ)
    (hcard : Fintype.card ι = Fintype.card n ^ 2) (h : IsOrthonormalFamily G) :
    ∑ a, G a ⊗ₖ (G a)ᴴ = swapMatrix n :=
  (orthonormal_iff_sum_eq_swap G hcard).1 h
```

### (e) The size is forced

Suppose that an orthonormal family, of unspecified size $N$, gives the swap matrix. Show that
$$N=d^2.$$

**Solution.** By (a) and (b), $CC^\dagger$ is the $N\times N$ identity and $C^\dagger C$ the $d^2\times d^2$ identity. The trace is cyclic for rectangular factors too, so
$$N=\mathrm{Tr}(CC^\dagger)=\mathrm{Tr}(C^\dagger C)=d^2.$$
The proof compares the same traces as complex numbers, then returns to natural numbers.

```lean
/-- An orthonormal family of operators whose sum of `G a ⊗ (G a)ᴴ` is the swap matrix
has exactly `d²` members. -/
theorem card_of_sum_eq_swap (G : ι → Matrix n n ℂ) (h : IsOrthonormalFamily G)
    (hs : ∑ a, G a ⊗ₖ (G a)ᴴ = swapMatrix n) :
    Fintype.card ι = Fintype.card n ^ 2 := by
  -- compare the traces of `C Cᴴ` and `Cᴴ C`
  have ht := Matrix.trace_mul_comm (coeffMatrix G) (coeffMatrix G)ᴴ
  rw [(orthonormal_iff_coeff G).1 h, (sum_eq_swap_iff_coeff G).1 hs,
    Matrix.trace_one, Matrix.trace_one, Fintype.card_prod] at ht
  rw [sq]
  exact_mod_cast ht
```

### (f) Summing over conjugations

For an orthonormal family of $d^2$ operators and any matrix $A$, show that
$$\sum_a G_aAG_a^\dagger=\mathrm{Tr}(A)\,1.$$

**Solution.** By (d) and (b), $C^\dagger C=1$. Its entries form the completeness relation, called `complete` in the proof:
$$\sum_a\overline{(G_a)_{ij}}(G_a)_{kl}=\delta_{ik}\delta_{jl}.$$
Therefore
$$\Big(\sum_a G_aAG_a^\dagger\Big)_{ij}=\sum_{k,l}A_{kl}\sum_a\overline{(G_a)_{jl}}(G_a)_{ik}=\sum_{k,l}A_{kl}\,\delta_{ij}\delta_{kl}=\delta_{ij}\mathrm{Tr}(A).$$
The `calc` block follows this line.

```lean
/-- For an orthonormal family of `d²` operators, the sum of `G a * A * (G a)ᴴ` is the
trace of `A` times the identity. -/
theorem sum_conjugation_eq_trace (G : ι → Matrix n n ℂ)
    (hcard : Fintype.card ι = Fintype.card n ^ 2) (h : IsOrthonormalFamily G)
    (A : Matrix n n ℂ) :
    ∑ a, G a * A * (G a)ᴴ = trace A • (1 : Matrix n n ℂ) := by
  have hC := (sum_eq_swap_iff_coeff G).1 (sum_kronecker_eq_swap G hcard h)
  -- the completeness relation, entry by entry
  have complete : ∀ i j k l, ∑ a, star (G a i j) * G a k l
      = if i = k ∧ j = l then 1 else 0 := by
    intro i j k l
    have h1 := congrFun (congrFun hC (i, j)) (k, l)
    simpa [Matrix.mul_apply, coeffMatrix, Matrix.one_apply] using h1
  ext i j
  calc (∑ a, G a * A * (G a)ᴴ) i j
      = ∑ l, ∑ k, A k l * ∑ a, star (G a j l) * G a i k := by
        simp only [Matrix.sum_apply, Matrix.mul_apply, Matrix.conjTranspose_apply,
          Finset.sum_mul, Finset.mul_sum]
        rw [Finset.sum_comm]
        refine Finset.sum_congr rfl fun l _ => ?_
        rw [Finset.sum_comm]
        refine Finset.sum_congr rfl fun k _ => Finset.sum_congr rfl fun a _ => ?_
        ring
    _ = (trace A • (1 : Matrix n n ℂ)) i j := by
        simp only [complete]
        by_cases hij : i = j
        · subst hij
          simp [Matrix.trace]
        · simp [hij, Ne.symm hij]
```

### (g) Matrix units

Let $E_{(r,s)}$ have entry 1 at $(r,s)$ and 0 elsewhere. Show that, for pairs $p,q$,
$$\mathrm{Tr}(E_p^\dagger E_q)=\delta_{pq}.$$

**Solution.** Here $C_{(r,s),(i,j)}=\delta_{ri}\delta_{sj}$, so $C=1$. Then $CC^\dagger=1$, and (a) applies.

```lean
/-- The matrix units, with a single entry 1 and all others 0, form an orthonormal family
in every dimension. -/
theorem matrixUnits_witness :
    IsOrthonormalFamily (fun p : n × n => Matrix.single p.1 p.2 (1 : ℂ)) := by
  have hC : coeffMatrix (fun p : n × n => Matrix.single p.1 p.2 (1 : ℂ)) = 1 := by
    ext ⟨i, j⟩ ⟨k, l⟩
    simp [coeffMatrix, Matrix.single_apply, Matrix.one_apply]
  rw [orthonormal_iff_coeff, hC, Matrix.conjTranspose_one, Matrix.mul_one]
```

### (h) Pauli matrices

Let $\sigma_0=1$ and let $\sigma_1,\sigma_2,\sigma_3$ be the Pauli matrices.

```lean
/-- The identity and the three Pauli matrices of a qubit. -/
def pauli : Fin 4 → Matrix (Fin 2) (Fin 2) ℂ :=
  ![1, !![0, 1; 1, 0], !![0, -Complex.I; Complex.I, 0], !![1, 0; 0, -1]]
```

Show that $G_a=\sigma_a/\sqrt2$ satisfies
$$\mathrm{Tr}(G_a^\dagger G_b)=\delta_{ab}.$$

**Solution.** All four matrices are Hermitian and square to the identity, which has trace 2. The product of two different ones is, up to a phase, a Pauli matrix and so has trace zero. Hence $\mathrm{Tr}(\sigma_a^\dagger\sigma_b)=2\delta_{ab}$, and the prefactors contribute $1/2$. Lean checks the sixteen traces in `hp` and the prefactor in `hc`.

Inserting this family in (d) by hand gives $S=\tfrac12\sum_a\sigma_a\otimes\sigma_a$. For two isolated spins-1/2, Heisenberg exchange is therefore a multiple of the swap plus a constant.

```lean
/-- The identity and the three Pauli matrices, each divided by `√2`, form an orthonormal
family. -/
theorem pauli_witness :
    IsOrthonormalFamily (fun a => (((√2)⁻¹ : ℝ) : ℂ) • pauli a) := by
  intro a b
  have hc : (((√2)⁻¹ : ℝ) : ℂ) * (((√2)⁻¹ : ℝ) : ℂ) = 1 / 2 := by
    rw [← Complex.ofReal_mul, ← mul_inv, Real.mul_self_sqrt (by norm_num)]
    norm_num
  have hp : trace ((pauli a)ᴴ * pauli b) = if a = b then 2 else 0 := by
    fin_cases a <;> fin_cases b <;>
      simp [pauli, Matrix.trace_fin_two, Matrix.mul_apply, Fin.sum_univ_two] <;> norm_num
  rw [Matrix.conjTranspose_smul, Matrix.smul_mul, Matrix.mul_smul, Matrix.trace_smul,
    Matrix.trace_smul, hp, Complex.star_def, Complex.conj_ofReal, smul_eq_mul,
    smul_eq_mul, ← mul_assoc, hc]
  split_ifs <;> norm_num

end

end SwapFromOperatorBasis
```

```lean
#print axioms SwapFromOperatorBasis.orthonormal_iff_sum_eq_swap
-- 'SwapFromOperatorBasis.orthonormal_iff_sum_eq_swap' depends on axioms: [propext, Classical.choice, Quot.sound]
#print axioms SwapFromOperatorBasis.card_of_sum_eq_swap
-- 'SwapFromOperatorBasis.card_of_sum_eq_swap' depends on axioms: [propext, Classical.choice, Quot.sound]
#print axioms SwapFromOperatorBasis.sum_conjugation_eq_trace
-- 'SwapFromOperatorBasis.sum_conjugation_eq_trace' depends on axioms: [propext, Classical.choice, Quot.sound]
```
